# Two orthogonal bipartite pure states can be distinguished by one-way local measurement

Alice and Bob share one of the Bell states $(|00\rangle\pm|11\rangle)/\sqrt2$ and must find out which. If Alice measures in the basis $|0\rangle,|1\rangle$, Bob's state is the same, up to a sign, in both cases. If she measures in the basis $(|0\rangle\pm|1\rangle)/\sqrt2$ and reports her outcome, Bob is left with two orthogonal alternatives. Does every orthogonal pair, in any finite dimensions, admit such a basis?

## States, brackets and conditional vectors

```lean
import Mathlib

open Matrix

namespace WalgateDecomposition

noncomputable section

variable {ι κ : Type*} [Fintype ι] [DecidableEq ι] [Fintype κ]
```

The finite index types `ι` and `κ` label the coordinates of Alice's space $\mathbb C^m$ and Bob's space $\mathbb C^n$.

```lean
/-- An orthonormal basis of the space with coordinates `ι`, given as a family of `|ι|` vectors. -/
def IsONB (b : ι → ι → ℂ) : Prop :=
  ∀ i j, star (b i) ⬝ᵥ b j = if i = j then 1 else 0
```

`IsONB b` says $\langle b_i,b_j\rangle=\delta_{ij}$ for $m$ vectors in $\mathbb C^m$. The bracket $\langle x,y\rangle$ is written `star x ⬝ᵥ y` and is conjugate-linear in its first argument.

```lean
/-- The expectation value `⟨v, T v⟩`. -/
def expect (T : Matrix ι ι ℂ) (v : ι → ℂ) : ℂ := star v ⬝ᵥ T *ᵥ v
```

This is $\langle v,Tv\rangle$; `*ᵥ` applies a matrix to a vector. For non-Hermitian $T$ the value may be complex.

```lean
/-- The product vector `a ⊗ x`. -/
def tensor (a : ι → ℂ) (x : κ → ℂ) : ι × κ → ℂ := fun p => a p.1 * x p.2
```

The product vector has amplitudes $a_kx_l$.

```lean
/-- The amplitudes of a bipartite vector arranged as a matrix. -/
def amp (ψ : ι × κ → ℂ) : Matrix ι κ ℂ := Matrix.of fun k l => ψ (k, l)
```

The amplitudes $\psi(k,l)$ become an $m\times n$ matrix $\Psi$; likewise $\varphi$ gives $\Phi$.

```lean
/-- Bob's unnormalised conditional vector `⟨a|ψ⟩` when Alice finds `a`. -/
def conditional (a : ι → ℂ) (ψ : ι × κ → ℂ) : κ → ℂ := star a ᵥ* amp ψ
```

Bob's conditional vector is $\langle a|\psi\rangle_l=\sum_k\overline{a_k}\,\psi(k,l)$. For unit vectors $a$ and $\psi$, the squared norm of $\langle a|\psi\rangle$ is the probability of Alice's outcome $a$, and dividing by the norm, when nonzero, gives Bob's state.

## Completeness and the trace

```lean
/-- Completeness relation of an orthonormal basis. -/
theorem completeness {b : ι → ι → ℂ} (hb : IsONB b) :
    (Matrix.of b)ᵀ * (Matrix.of b).map star = 1 := by
  apply mul_eq_one_comm.mp
  ext k l
  rw [Matrix.one_apply]
  exact hb k l
```

Let $B$ have rows $b_i$. Orthonormality reads $\bar BB^T=1$. For square matrices a one-sided inverse is two-sided, so $B^T\bar B=1$, which is $\sum_i|b_i\rangle\langle b_i|=1$.

```lean
/-- The expectation values of an operator over an orthonormal basis add up to its trace. -/
theorem sum_expect {b : ι → ι → ℂ} (hb : IsONB b) (T : Matrix ι ι ℂ) :
    ∑ k, expect T (b k) = T.trace := by
  have h : ∑ k, expect T (b k)
      = ((Matrix.of b).map star * (T * (Matrix.of b)ᵀ)).trace := rfl
  rw [h, ← Matrix.mul_assoc, Matrix.trace_mul_cycle, completeness hb, Matrix.one_mul]
```

Hence $\sum_k\langle b_k,Tb_k\rangle=\operatorname{tr}(\bar BTB^T)=\operatorname{tr}(B^T\bar BT)=\operatorname{tr}T$.

## Making one diagonal entry vanish

```lean
private lemma balance (A C a b : ℂ) (hA : A.re = 0) (hC : C.re = 0)
    (h : A.im * C.im < 0) : ∃ z : ℂ, A + star z * z * C + z * a + star z * b = 0 := by
  -- a nonzero complex number that makes the interference term imaginary
  obtain ⟨u, hu, hg⟩ : ∃ u : ℂ, 0 < u.re ^ 2 + u.im ^ 2 ∧
      u.re * (a.re + b.re) - u.im * (a.im - b.im) = 0 := by
    by_cases h0 : a.re + b.re = 0 ∧ a.im - b.im = 0
    · exact ⟨1, by simp, by rw [h0.1, h0.2]; ring⟩
    · refine ⟨⟨a.im - b.im, a.re + b.re⟩, ?_, by ring⟩
      by_contra hn
      exact h0 ⟨by nlinarith [sq_nonneg (a.re + b.re), sq_nonneg (a.im - b.im)],
        by nlinarith [sq_nonneg (a.re + b.re), sq_nonneg (a.im - b.im)]⟩
  have hC0 : C.im ≠ 0 := by
    intro h0
    simp [h0] at h
  -- the remaining real quadratic has a root, since its end coefficients differ in sign
  obtain ⟨t, ht⟩ := exists_quadratic_eq_zero
    (a := (u.re ^ 2 + u.im ^ 2) * C.im)
    (b := u.re * a.im + u.im * a.re + u.re * b.im - u.im * b.re) (c := A.im)
    (mul_ne_zero hu.ne' hC0)
    ⟨√(discrim _ _ _), (Real.mul_self_sqrt (by
      unfold discrim
      nlinarith [mul_neg_of_pos_of_neg hu h,
        sq_nonneg (u.re * a.im + u.im * a.re + u.re * b.im - u.im * b.re)])).symm⟩
  refine ⟨(t : ℂ) * u, Complex.ext ?_ ?_⟩
  · simp [Complex.mul_re, Complex.mul_im]
    linear_combination t * hg + hA + t ^ 2 * (u.re ^ 2 + u.im ^ 2) * hC
  · simp [Complex.mul_re, Complex.mul_im]
    linear_combination ht
```

Given imaginary $A,C$ with imaginary parts of opposite sign, and any complex $a,b$, we want $z$ with
$$A+|z|^2C+za+\bar zb=0.$$
Put $z=tu$ with $t$ real. The real part vanishes if $\operatorname{Re}(ua+\bar ub)=0$, which $u=\operatorname{Im}(a-b)+i\operatorname{Re}(a+b)$ achieves; if this number is zero, $u=1$ works. The imaginary part is
$$|u|^2\operatorname{Im}C\;t^2+\operatorname{Im}(ua+\bar ub)\,t+\operatorname{Im}A=0.$$
Its discriminant is positive because $\operatorname{Im}A\operatorname{Im}C<0$, so a real root exists.

```lean
private lemma normalizer (z : ℂ) : ∃ c : ℂ, star c = c ∧ c * c * (1 + star z * z) = 1 := by
  have hN : 0 < 1 + Complex.normSq z := by linarith [Complex.normSq_nonneg z]
  refine ⟨(((√(1 + Complex.normSq z))⁻¹ : ℝ) : ℂ), Complex.conj_ofReal _, ?_⟩
  have e : star z * z = (Complex.normSq z : ℂ) := Complex.normSq_eq_conj_mul_self.symm
  have r : (√(1 + Complex.normSq z))⁻¹ * (√(1 + Complex.normSq z))⁻¹
      * (1 + Complex.normSq z) = 1 := by
    rw [← mul_inv, Real.mul_self_sqrt hN.le, inv_mul_cancel₀ hN.ne']
  rw [e]
  exact_mod_cast r
```

The real number $c=(1+|z|^2)^{-1/2}$ will normalise the new vectors.

```lean
private lemma replace_pair {b : ι → ι → ℂ} (hb : IsONB b) {i j : ι} (hij : i ≠ j)
    {v w : ι → ℂ} (hvv : star v ⬝ᵥ v = 1) (hww : star w ⬝ᵥ w = 1) (hvw : star v ⬝ᵥ w = 0)
    (hv : ∀ l, l ≠ i → l ≠ j → star v ⬝ᵥ b l = 0)
    (hw : ∀ l, l ≠ i → l ≠ j → star w ⬝ᵥ b l = 0) :
    ∃ b', IsONB b' ∧ b' i = v ∧ b' j = w ∧ ∀ k, k ≠ i → k ≠ j → b' k = b k := by
  have sym : ∀ x y : ι → ℂ, star x ⬝ᵥ y = 0 → star y ⬝ᵥ x = 0 := fun x y h => by
    rw [Matrix.star_dotProduct, h, star_zero]
  refine ⟨fun k => if k = i then v else if k = j then w else b k, ?_, by simp,
    by simp [hij.symm], fun k h1 h2 => by simp [h1, h2]⟩
  intro k l
  by_cases k1 : k = i
  · by_cases l1 : l = i
    · simp [k1, l1, hvv]
    by_cases l2 : l = j
    · simp [k1, l2, hij, hij.symm, hvw]
    · simp [k1, l1, l2, Ne.symm l1, hv l l1 l2]
  by_cases k2 : k = j
  · by_cases l1 : l = i
    · simp [k2, l1, hij.symm, sym _ _ hvw]
    by_cases l2 : l = j
    · simp [k2, l2, hij.symm, hww]
    · simp [k2, l1, l2, hij.symm, Ne.symm l2, hw l l1 l2]
  by_cases l1 : l = i
  · simp [k1, k2, l1, sym _ _ (hv k k1 k2)]
  by_cases l2 : l = j
  · simp [k1, k2, l2, hij.symm, sym _ _ (hw k k1 k2)]
  · simpa [k1, k2, l1, l2] using hb k l
```

Two basis vectors may be replaced by any orthonormal pair orthogonal to the remaining ones. The proof checks the inner products case by case.

```lean
/-- Two imaginary expectation values of opposite sign: a change of the two basis vectors makes
the first value vanish and moves their sum to the second. -/
theorem rotate_pair (T : Matrix ι ι ℂ) {b : ι → ι → ℂ} (hb : IsONB b) {i j : ι} (hij : i ≠ j)
    (hi : (expect T (b i)).re = 0) (hj : (expect T (b j)).re = 0)
    (h : (expect T (b i)).im * (expect T (b j)).im < 0) :
    ∃ b', IsONB b' ∧ expect T (b' i) = 0 ∧
      expect T (b' j) = expect T (b i) + expect T (b j) ∧
      ∀ k, k ≠ i → k ≠ j → b' k = b k := by
  obtain ⟨z, hz⟩ := balance _ _ (star (b i) ⬝ᵥ T *ᵥ b j) (star (b j) ⬝ᵥ T *ᵥ b i) hi hj h
  obtain ⟨c, hc, hn⟩ := normalizer z
  have hxx : star (b i) ⬝ᵥ b i = 1 := by simpa using hb i i
  have hyy : star (b j) ⬝ᵥ b j = 1 := by simpa using hb j j
  have hxy : star (b i) ⬝ᵥ b j = 0 := by simpa [hij] using hb i j
  have hyx : star (b j) ⬝ᵥ b i = 0 := by simpa [hij.symm] using hb j i
  have hx : ∀ l, l ≠ i → star (b i) ⬝ᵥ b l = 0 := fun l hl => by
    simpa [hl.symm] using hb i l
  have hy : ∀ l, l ≠ j → star (b j) ⬝ᵥ b l = 0 := fun l hl => by
    simpa [hl.symm] using hb j l
  obtain ⟨b', hb', ei, ej, eo⟩ := replace_pair hb hij
    (v := c • (b i + z • b j)) (w := c • (b j + (-star z) • b i))
    (by
      simp only [star_smul, star_add, smul_dotProduct, dotProduct_smul, add_dotProduct,
        dotProduct_add, smul_eq_mul, hxx, hyy, hxy, hyx, hc]
      linear_combination hn)
    (by
      simp only [star_smul, star_add, star_neg, star_star, smul_dotProduct, dotProduct_smul,
        add_dotProduct, dotProduct_add, smul_eq_mul, hxx, hyy, hxy, hyx, hc]
      linear_combination hn)
    (by
      simp only [star_smul, star_add, smul_dotProduct, dotProduct_smul, add_dotProduct,
        dotProduct_add, smul_eq_mul, hxx, hyy, hxy, hyx, hc]
      ring)
    (fun l h1 h2 => by
      simp only [star_smul, star_add, smul_dotProduct, add_dotProduct, smul_eq_mul,
        hx l h1, hy l h2]
      ring)
    (fun l h1 h2 => by
      simp only [star_smul, star_add, smul_dotProduct, add_dotProduct, smul_eq_mul,
        hx l h1, hy l h2]
      ring)
  refine ⟨b', hb', ?_, ?_, eo⟩
  · rw [ei]
    simp only [expect, star_smul, star_add, Matrix.mulVec_smul, Matrix.mulVec_add,
      smul_dotProduct, dotProduct_smul, add_dotProduct, dotProduct_add, smul_eq_mul, hc] at hz ⊢
    linear_combination c * c * hz
  · rw [ej]
    simp only [expect, star_smul, star_add, star_neg, star_star, Matrix.mulVec_smul,
      Matrix.mulVec_add, smul_dotProduct, dotProduct_smul, add_dotProduct, dotProduct_add,
      smul_eq_mul, hc] at hz ⊢
    linear_combination (star (b i) ⬝ᵥ T *ᵥ b i + star (b j) ⬝ᵥ T *ᵥ b j) * hn - c * c * hz
```

Take $A=\langle b_i,Tb_i\rangle$, $C=\langle b_j,Tb_j\rangle$, $a=\langle b_i,Tb_j\rangle$, $b=\langle b_j,Tb_i\rangle$, and set
$$v=c(b_i+zb_j),\qquad w=c(b_j-\bar zb_i).$$
These are orthonormal. Expanding,
$$\langle v,Tv\rangle=c^2(A+|z|^2C+za+\bar zb)=0,$$
$$\langle w,Tw\rangle=c^2(C+|z|^2A-za-\bar zb).$$
The two values add up to $c^2(1+|z|^2)(A+C)=A+C$, so the second is $A+C$, again imaginary. In Lean, `simp only` expands the brackets and `linear_combination` does this algebra.

## Making the whole diagonal vanish

```lean
private lemma clear_imaginary (T : Matrix ι ι ℂ) (hT : T.trace = 0) (b : ι → ι → ℂ)
    (hb : IsONB b) (hre : ∀ k, (expect T (b k)).re = 0) :
    ∃ b', IsONB b' ∧ ∀ k, expect T (b' k) = 0 := by
  -- induction on the number of nonzero diagonal entries
  induction hN : (Finset.univ.filter fun k => expect T (b k) ≠ 0).card
    using Nat.strong_induction_on generalizing b with
  | _ N ih =>
    by_cases hall : ∀ k, expect T (b k) = 0
    · exact ⟨b, hb, hall⟩
    obtain ⟨k0, hk0⟩ := not_forall.mp hall
    have hs : ∑ k, (expect T (b k)).im = 0 := by
      rw [← Complex.im_sum, sum_expect hb, hT, Complex.zero_im]
    have hne : (expect T (b k0)).im ≠ 0 := fun h => hk0 (Complex.ext (hre k0) h)
    obtain ⟨i, -, hi⟩ := Finset.exists_pos_of_sum_zero_of_exists_nonzero
      (fun k => (expect T (b k)).im) hs ⟨k0, Finset.mem_univ _, hne⟩
    obtain ⟨j, -, hj⟩ := Finset.exists_pos_of_sum_zero_of_exists_nonzero
      (fun k => -(expect T (b k)).im) (by rw [Finset.sum_neg_distrib, hs, neg_zero])
      ⟨k0, Finset.mem_univ _, neg_ne_zero.mpr hne⟩
    have hj' : (expect T (b j)).im < 0 := neg_pos.mp hj
    have hij : i ≠ j := by
      rintro rfl
      exact lt_asymm hi hj'
    obtain ⟨b', hb', hv, hw, ho⟩ :=
      rotate_pair T hb hij (hre i) (hre j) (mul_neg_of_pos_of_neg hi hj')
    refine ih _ ?_ b' hb' ?_ rfl
    · rw [← hN]
      apply Finset.card_lt_card
      refine (Finset.ssubset_iff_of_subset ?_).mpr ⟨i, ?_, ?_⟩
      · intro k hk
        simp only [Finset.mem_filter, Finset.mem_univ, true_and] at hk ⊢
        by_cases k1 : k = i
        · exact absurd (k1 ▸ hv) hk
        by_cases k2 : k = j
        · intro h0
          rw [k2] at h0
          simp [h0] at hj'
        · rwa [ho k k1 k2] at hk
      · simp only [Finset.mem_filter, Finset.mem_univ, true_and]
        intro h0
        simp [h0] at hi
      · simp [hv]
    · intro k
      by_cases k1 : k = i
      · rw [k1, hv, Complex.zero_re]
      by_cases k2 : k = j
      · rw [k2, hw, Complex.add_re, hre, hre, add_zero]
      · rw [ho k k1 k2, hre]
```

Suppose $\operatorname{tr}T=0$ and the diagonal is imaginary. If some entry is nonzero, the zero sum forces one positive and one negative imaginary part. Rotating that pair clears entry $i$ and touches no entry that was already zero. The number of nonzero entries drops, and induction finishes the argument.

```lean
/-- Every traceless operator has zero diagonal in some orthonormal basis. -/
theorem exists_zero_diagonal (T : Matrix ι ι ℂ) (hT : T.trace = 0) :
    ∃ b, IsONB b ∧ ∀ k, expect T (b k) = 0 := by
  have hstd : IsONB (fun k l : ι => if k = l then (1 : ℂ) else 0) := by
    intro k l
    rw [dotProduct, Finset.sum_eq_single k]
    · simp [eq_comm]
    · intro m _ hm
      simp [hm.symm]
    · simp
  have hS : ∀ v, expect (Complex.I • (T + Tᴴ)) v
      = Complex.I * (expect T v + star (expect T v)) := by
    intro v
    have hadj : star v ⬝ᵥ Tᴴ *ᵥ v = star (star v ⬝ᵥ T *ᵥ v) := by
      rw [Matrix.dotProduct_mulVec, ← Matrix.star_mulVec, Matrix.star_dotProduct]
    simp only [expect, Matrix.smul_mulVec, Matrix.add_mulVec, dotProduct_smul,
      dotProduct_add, smul_eq_mul, hadj]
  -- first remove the real parts, then the imaginary parts
  obtain ⟨b, hb, h0⟩ := clear_imaginary (Complex.I • (T + Tᴴ))
    (by rw [Matrix.trace_smul, Matrix.trace_add, Matrix.trace_conjTranspose, hT]; simp)
    _ hstd (fun k => by rw [hS]; simp)
  refine clear_imaginary T hT b hb fun k => ?_
  have h1 := congrArg Complex.im ((hS (b k)).symm.trans (h0 k))
  simp at h1
  linarith
```

For general traceless $T$, consider $S=i(T+T^\dagger)$. It is traceless, and $\langle v,Sv\rangle=2i\operatorname{Re}\langle v,Tv\rangle$ is imaginary in every basis. Starting from the standard basis, the previous lemma makes the diagonal of $S$ vanish, leaving $T$ with an imaginary diagonal. Applying the lemma to $T$ removes the rest.

## From the diagonal to Bob's overlaps

```lean
omit [DecidableEq ι] in
private lemma conditional_overlap (a : ι → ℂ) (ψ φ : ι × κ → ℂ) :
    star (conditional a ψ) ⬝ᵥ conditional a φ = expect (amp φ * (amp ψ)ᴴ) a := by
  unfold conditional expect
  rw [← Matrix.mulVec_mulVec, Matrix.dotProduct_mulVec, Matrix.star_vecMul, star_star,
    dotProduct_comm]
```

Since $\langle a|\psi\rangle$ is the row vector $a^\dagger\Psi$, Bob's overlap is $a^\dagger\Phi\Psi^\dagger a$: the expectation value of $T=\Phi\Psi^\dagger$ in $a$.

```lean
omit [DecidableEq ι] in
private lemma trace_amp (ψ φ : ι × κ → ℂ) :
    (amp φ * (amp ψ)ᴴ).trace = star ψ ⬝ᵥ φ := by
  simp [Matrix.trace, Matrix.mul_apply, amp, dotProduct, Fintype.sum_prod_type, mul_comm]
```

Its trace is $\sum_{k,l}\varphi(k,l)\overline{\psi(k,l)}=\langle\psi,\varphi\rangle$.

```lean
/-- In any orthonormal basis of Alice, the overlap of two bipartite vectors is the sum of the
overlaps of Bob's conditional vectors. -/
theorem overlap_eq_sum {a : ι → ι → ℂ} (ha : IsONB a) (ψ φ : ι × κ → ℂ) :
    star ψ ⬝ᵥ φ = ∑ i, star (conditional (a i) ψ) ⬝ᵥ conditional (a i) φ := by
  simp only [conditional_overlap]
  rw [sum_expect ha, trace_amp]
```

Combining these with the trace formula gives $\langle\psi,\varphi\rangle=\sum_i\langle x_i,y_i\rangle$, where $x_i=\langle a_i|\psi\rangle$ and $y_i=\langle a_i|\varphi\rangle$, in every orthonormal basis of Alice.

Orthogonality is therefore necessary. For $\psi=|00\rangle$ and $\varphi=(|00\rangle+|11\rangle)/\sqrt2$ the overlaps sum to $1/\sqrt2$, so in no basis do they all vanish.

```lean
omit [Fintype κ] in
/-- A bipartite vector is the sum of Alice's orthonormal basis vectors tensored with Bob's
conditional vectors. -/
theorem expansion {a : ι → ι → ℂ} (ha : IsONB a) (ψ : ι × κ → ℂ) :
    ψ = ∑ i, tensor (a i) (conditional (a i) ψ) := by
  have E : (Matrix.of a)ᵀ * ((Matrix.of a).map star * amp ψ) = amp ψ := by
    rw [← Matrix.mul_assoc, completeness ha, Matrix.one_mul]
  funext p
  rw [Finset.sum_apply]
  exact (congrFun (congrFun E p.1) p.2).symm
```

Inserting completeness on Alice's side gives $\psi=\sum_ia_i\otimes x_i$.

```lean
/-- Walgate decomposition: two orthogonal bipartite vectors expand in a common orthonormal basis of
Alice so that, for each basis vector, Bob's two corresponding vectors are orthogonal. -/
theorem walgate_decomposition (ψ φ : ι × κ → ℂ) (h : star ψ ⬝ᵥ φ = 0) :
    ∃ (a : ι → ι → ℂ) (x y : ι → κ → ℂ), IsONB a ∧ ψ = ∑ i, tensor (a i) (x i) ∧
      φ = ∑ i, tensor (a i) (y i) ∧ ∀ i, star (x i) ⬝ᵥ y i = 0 := by
  obtain ⟨a, ha, h0⟩ := exists_zero_diagonal (amp φ * (amp ψ)ᴴ) ((trace_amp ψ φ).trans h)
  exact ⟨a, fun i => conditional (a i) ψ, fun i => conditional (a i) φ, ha,
    expansion ha ψ, expansion ha φ, fun i => (conditional_overlap _ _ _).trans (h0 i)⟩
```

If $\langle\psi,\varphi\rangle=0$, then $T$ is traceless. A basis with zero diagonal gives $\langle x_i,y_i\rangle=0$ for every $i$, and the expansion applies to both vectors.

## Bob's measurement

```lean
open scoped ComplexOrder in
private lemma exists_projector (x y : κ → ℂ) (h : star x ⬝ᵥ y = 0) :
    ∃ P : Matrix κ κ ℂ, P.IsHermitian ∧ P * P = P ∧ P *ᵥ x = x ∧ P *ᵥ y = 0 := by
  by_cases hx : x = 0
  · exact ⟨0, Matrix.isHermitian_zero, by simp, by simp [hx], by simp⟩
  obtain ⟨s, hs⟩ : ∃ s, s = star x ⬝ᵥ x := ⟨_, rfl⟩
  have hs0 : s ≠ 0 := by
    intro h0
    rw [hs] at h0
    exact hx (dotProduct_star_self_eq_zero.mp h0)
  have hss : star s = s := by rw [hs, ← Matrix.star_dotProduct]
  have hP : ∀ v, (Matrix.of fun i j => s⁻¹ * (x i * star (x j))) *ᵥ v
      = (s⁻¹ * (star x ⬝ᵥ v)) • x := by
    intro v
    ext i
    simp only [Matrix.mulVec, dotProduct, Matrix.of_apply, Pi.smul_apply, smul_eq_mul,
      Pi.star_apply, Finset.mul_sum, Finset.sum_mul]
    exact Finset.sum_congr rfl fun j _ => by ring
  refine ⟨Matrix.of fun i j => s⁻¹ * (x i * star (x j)), ?_, ?_, ?_, ?_⟩
  · ext i j
    simp only [Matrix.conjTranspose_apply, Matrix.of_apply, star_mul', star_inv₀, star_star, hss]
    ring
  · ext i j
    have e : ∑ k, s⁻¹ * (x i * star (x k)) * (s⁻¹ * (x k * star (x j)))
        = s⁻¹ * s⁻¹ * x i * star (x j) * (star x ⬝ᵥ x) := by
      rw [dotProduct, Finset.mul_sum]
      exact Finset.sum_congr rfl fun k _ => by simp only [Pi.star_apply]; ring
    simp only [Matrix.mul_apply, Matrix.of_apply]
    rw [e, ← hs]
    field_simp
  · rw [hP, ← hs, inv_mul_cancel₀ hs0, one_smul]
  · rw [hP, h, mul_zero, zero_smul]
```

For $x\neq0$ take $P=xx^\dagger/\langle x,x\rangle$. It is Hermitian, $P^2=P$, $Px=x$, and $Py=x\langle x,y\rangle/\langle x,x\rangle=0$. For $x=0$ take $P=0$.

```lean
/-- One-way local discrimination: Alice measures in a suitable basis, and for each outcome Bob has
a projector that fixes his conditional vector from `ψ` and annihilates the one from `φ`. -/
theorem one_way_discrimination (ψ φ : ι × κ → ℂ) (h : star ψ ⬝ᵥ φ = 0) :
    ∃ (a : ι → ι → ℂ) (P : ι → Matrix κ κ ℂ), IsONB a ∧ ∀ i,
      (P i).IsHermitian ∧ P i * P i = P i ∧
      P i *ᵥ conditional (a i) ψ = conditional (a i) ψ ∧
      P i *ᵥ conditional (a i) φ = 0 := by
  obtain ⟨a, ha, h0⟩ := exists_zero_diagonal (amp φ * (amp ψ)ᴴ) ((trace_amp ψ φ).trans h)
  choose P hP using fun i => exists_projector (conditional (a i) ψ) (conditional (a i) φ)
    ((conditional_overlap _ _ _).trans (h0 i))
  exact ⟨a, P, ha, hP⟩

end

end WalgateDecomposition
```

After hearing outcome $i$, Bob measures $P_i$: "yes" means $\psi$, "no" means $\varphi$. `choose` collects one projector per outcome. The theorem supplies the basis and projectors; reading them as an error-free protocol uses the Born rule, which the file does not model.

In quantum mechanics this means that entanglement does not hide which of two known orthogonal pure states two parties share, in finite dimension and with one classical message. Mixed states, larger sets of states and more than two parties are not treated.

```lean
#print axioms WalgateDecomposition.overlap_eq_sum
#print axioms WalgateDecomposition.walgate_decomposition
#print axioms WalgateDecomposition.one_way_discrimination
```

```
'WalgateDecomposition.overlap_eq_sum' depends on axioms: [propext, Classical.choice, Quot.sound]
'WalgateDecomposition.walgate_decomposition' depends on axioms: [propext, Classical.choice, Quot.sound]
'WalgateDecomposition.one_way_discrimination' depends on axioms: [propext, Classical.choice, Quot.sound]
```
